# Incoherent barriers in series add their resistances 1/t − 1

A particle crosses one barrier, is turned back by the next, returns to the first, is reflected there and tries again. It may shuttle between the two many times before it gets through or leaves the way it came. With more barriers behind these, what is the probability that it comes out at the far end, and does the order of the barriers matter?

## The additive law for a chain

Number the barriers 0, ..., n and let tᵢ, with 0 < tᵢ ≤ 1, be the probability that a particle arriving at barrier i, from either side, crosses it. Otherwise it is reflected. Successive encounters are independent, and no phase is kept between them, so probabilities are added rather than amplitudes.

Let Tₙ be the transmission probability of the whole chain. It is built by joining one barrier at a time and summing over the number j of round trips between the chain so far and the new barrier:

T₀ = t₀

Tₖ₊₁ = Σ_{j≥0} Tₖ tₖ₊₁ ((1 − Tₖ)(1 − tₖ₊₁))ʲ

The result is

1/Tₙ − 1 = Σ_{i=0}^{n} (1/tᵢ − 1).

The quantity 1/t − 1 = (1 − t)/t is the ratio of reflection to transmission. It acts as a dimensionless resistance, and since a sum does not depend on the order of its terms, neither does Tₙ.

## Replacing the bounce sum in a code

A code that combines crossing probabilities of successive barriers under this memoryless, one-channel model can accumulate one number, the total resistance, and convert it to a transmission at the end. The same rule applies to single-channel quantum transport through a row of elastic scatterers when phase coherence is lost between them, provided that the process which destroys it neither turns the particle back nor changes its energy.

The closed form also avoids truncating the sum over round trips. If the probability of one round trip is q, keeping the first J terms captures the fraction 1 − qᴶ of the transmission. For two nearly opaque barriers q is close to 1, and many terms are needed. Keeping only j = 0 gives the plain product of the transmissions, which leaves out every particle that gets through after a reflection.

## From round trips to resistances

Take two barriers with transmissions a and b. To cross after exactly j round trips, the particle crosses the first barrier, is reflected j times by the second and j times by the first, and then crosses the second. The probability is

a b qʲ, with q = (1 − a)(1 − b).

Both factors of q are nonnegative, so q ≥ 0. Also

1 − q = a + b − ab = a(1 − b) + b > 0,

so q < 1 and the geometric series converges. The pair transmits

T = ab/(1 − q) = ab/(a + b − ab).

This is again a probability in (0,1]: numerator and denominator are positive, and the denominator exceeds the numerator by

(a + b − ab) − ab = a(1 − b) + b(1 − a) ≥ 0.

Taking the reciprocal gives

1/T = (a + b − ab)/(ab) = 1/b + 1/a − 1,

and subtracting 1 from both sides gives

1/T − 1 = (1/a − 1) + (1/b − 1).

For the chain, use induction. With one barrier, T₀ = t₀ and the law is immediate. If it holds for Tₖ, then Tₖ lies in (0,1] and can play the part of a, with tₖ₊₁ as b. The new barrier adds its own resistance to the sum.

Write Rₙ for the total resistance of barriers 0, ..., n. Solving for the transmission gives

Tₙ = 1/(1 + Rₙ).

For n + 1 identical barriers of transmission t, Rₙ = (n + 1)(1 − t)/t, and therefore

Tₙ = t/(t + (n + 1)(1 − t)).

At n = 0 the denominator is 1 and the formula returns t. At t = 1 every barrier is transparent and Tₙ = 1 for any length.

For an ever longer chain, the resistances are nonnegative, so Rₙ never decreases. If their series has a finite sum S, then Tₙ ≥ 1/(1 + S) > 0 for every n, and the transmission cannot tend to zero. If the series diverges, Rₙ grows without bound and Tₙ tends to zero. With resistances 1/2, 1/4, 1/8, ..., for example, S = 1 and half of the particles still get through in the limit.

The same argument covers two chains joined end to end: their total resistances add, so blocks of barriers can be reduced separately and combined later. This follows from `chain_mem`, `resistance_inSeries` and `resistance_chain`, although the file does not state it as a theorem.

## The Lean file

```lean
import Mathlib

open Filter Topology

namespace SequentialBarriers

noncomputable section

/-- Probability of crossing two barriers with transmissions `a` and `b` after exactly `j`
round trips between them. -/
def bouncePath (a b : ℝ) (j : ℕ) : ℝ := a * b * ((1 - a) * (1 - b)) ^ j

/-- Incoherent transmission of two barriers in series: the sum over all numbers of round trips. -/
def inSeries (a b : ℝ) : ℝ := ∑' j, bouncePath a b j

/-- Transmission of the chain made of the `n + 1` barriers `t 0, ..., t n`, joined one by one. -/
def chain (t : ℕ → ℝ) : ℕ → ℝ
  | 0 => t 0
  | k + 1 => inSeries (chain t k) (t (k + 1))

/-- Resistance `1 / t - 1` of a barrier with transmission probability `t`. -/
def resistance (t : ℝ) : ℝ := 1 / t - 1

/-- The contributions of all numbers of round trips between two barriers have the sum `a b / (a + b
- a b)`. -/
theorem hasSum_bouncePath {a b : ℝ} (ha : 0 < a ∧ a ≤ 1) (hb : 0 < b ∧ b ≤ 1) :
    HasSum (bouncePath a b) (a * b / (a + b - a * b)) := by
  obtain ⟨ha0, ha1⟩ := ha
  obtain ⟨hb0, hb1⟩ := hb
  -- the probability of one round trip is a valid geometric ratio
  have h0 : 0 ≤ (1 - a) * (1 - b) := mul_nonneg (by linarith) (by linarith)
  have h1 : (1 - a) * (1 - b) < 1 := by
    nlinarith [mul_nonneg ha0.le (sub_nonneg.2 hb1)]
  have h := (hasSum_geometric_of_lt_one h0 h1).mul_left (a * b)
  have e : a + b - a * b = 1 - (1 - a) * (1 - b) := by ring
  rw [e, div_eq_mul_inv]
  exact h

/-- Two barriers in series again have a transmission probability in `(0, 1]`. -/
theorem inSeries_mem {a b : ℝ} (ha : 0 < a ∧ a ≤ 1) (hb : 0 < b ∧ b ≤ 1) :
    0 < inSeries a b ∧ inSeries a b ≤ 1 := by
  have e : inSeries a b = a * b / (a + b - a * b) := (hasSum_bouncePath ha hb).tsum_eq
  have h1 : 0 ≤ a * (1 - b) := mul_nonneg ha.1.le (sub_nonneg.2 hb.2)
  have h2 : 0 ≤ b * (1 - a) := mul_nonneg hb.1.le (sub_nonneg.2 ha.2)
  have hd : 0 < a + b - a * b := by nlinarith [hb.1]
  rw [e]
  exact ⟨div_pos (mul_pos ha.1 hb.1) hd, (div_le_one hd).2 (by nlinarith)⟩

/-- The resistances of two barriers in series add. -/
theorem resistance_inSeries {a b : ℝ} (ha : 0 < a ∧ a ≤ 1) (hb : 0 < b ∧ b ≤ 1) :
    resistance (inSeries a b) = resistance a + resistance b := by
  have e : inSeries a b = a * b / (a + b - a * b) := (hasSum_bouncePath ha hb).tsum_eq
  have ha0 : a ≠ 0 := ha.1.ne'
  have hb0 : b ≠ 0 := hb.1.ne'
  rw [e]
  unfold resistance
  rw [one_div_div]
  field_simp
  ring

/-- The transmission of a chain of barriers is a probability in `(0, 1]`. -/
theorem chain_mem {t : ℕ → ℝ} (ht : ∀ i, 0 < t i ∧ t i ≤ 1) (n : ℕ) :
    0 < chain t n ∧ chain t n ≤ 1 := by
  induction n with
  | zero => exact ht 0
  | succ k ih => exact inSeries_mem ih (ht (k + 1))

/-- The resistance of a chain of barriers joined incoherently is the sum of the resistances
of its barriers. -/
theorem resistance_chain {t : ℕ → ℝ} (ht : ∀ i, 0 < t i ∧ t i ≤ 1) (n : ℕ) :
    resistance (chain t n) = ∑ i ∈ Finset.range (n + 1), resistance (t i) := by
  induction n with
  | zero => simp [chain]
  | succ k ih =>
    -- joining one more barrier adds its resistance
    rw [Finset.sum_range_succ, ← ih]
    exact resistance_inSeries (chain_mem ht k) (ht (k + 1))

/-- The transmission of a chain is the reciprocal of one plus its total resistance. -/
theorem chain_eq {t : ℕ → ℝ} (ht : ∀ i, 0 < t i ∧ t i ≤ 1) (n : ℕ) :
    chain t n = 1 / (1 + ∑ i ∈ Finset.range (n + 1), resistance (t i)) := by
  rw [← resistance_chain ht n, resistance, add_sub_cancel, one_div_one_div]

/-- Rearranging the barriers `0, ..., n` of a chain by a permutation `σ` leaves its
transmission unchanged. -/
theorem chain_perm {t : ℕ → ℝ} (ht : ∀ i, 0 < t i ∧ t i ≤ 1) (n : ℕ)
    (σ : Equiv.Perm ℕ) (hσ : ∀ i, σ i ≤ n ↔ i ≤ n) :
    chain (fun i => t (σ i)) n = chain t n := by
  have hsum : ∑ i ∈ Finset.range (n + 1), resistance (t (σ i))
      = ∑ i ∈ Finset.range (n + 1), resistance (t i) := by
    refine Finset.sum_equiv σ (fun i => ?_) (fun i _ => rfl)
    have h := hσ i
    simp only [Finset.mem_range, Nat.lt_succ_iff]
    exact h.symm
  rw [chain_eq (fun i => ht (σ i)) n, chain_eq ht n, hsum]

/-- Transmission of `n + 1` identical barriers in series. -/
theorem chain_identical {t : ℝ} (ht : 0 < t ∧ t ≤ 1) (n : ℕ) :
    chain (fun _ => t) n = t / (t + (n + 1) * (1 - t)) := by
  have h0 : t ≠ 0 := ht.1.ne'
  have e : 1 + ((n : ℝ) + 1) * (1 / t - 1) = (t + (n + 1) * (1 - t)) / t := by
    field_simp
  rw [chain_eq (fun _ => ht) n, Finset.sum_const, Finset.card_range, nsmul_eq_mul,
    resistance, Nat.cast_add, Nat.cast_one, e, one_div_div]

/-- The transmission of an ever longer chain tends to zero exactly when the series of barrier
resistances diverges. -/
theorem chain_tendsto_zero_iff {t : ℕ → ℝ} (ht : ∀ i, 0 < t i ∧ t i ≤ 1) :
    Tendsto (chain t) atTop (𝓝 0) ↔ ¬ Summable (fun i => resistance (t i)) := by
  have hnn : ∀ i, 0 ≤ resistance (t i) := fun i => by
    have h : 1 ≤ 1 / t i := (le_div_iff₀ (ht i).1).2 (by linarith [(ht i).2])
    unfold resistance
    linarith
  constructor
  · -- a finite total resistance bounds the transmission away from zero
    intro hT hs
    have hb : ∀ n, 1 / (1 + ∑' i, resistance (t i)) ≤ chain t n := fun n => by
      have h1 : 0 ≤ ∑ i ∈ Finset.range (n + 1), resistance (t i) :=
        Finset.sum_nonneg (fun i _ => hnn i)
      have h2 : ∑ i ∈ Finset.range (n + 1), resistance (t i) ≤ ∑' i, resistance (t i) :=
        hs.sum_le_tsum _ (fun i _ => hnn i)
      rw [chain_eq ht n]
      exact one_div_le_one_div_of_le (by linarith) (by linarith)
    have hle := ge_of_tendsto' hT hb
    have h3 : 0 ≤ ∑' i, resistance (t i) := tsum_nonneg hnn
    have h4 : 0 < 1 / (1 + ∑' i, resistance (t i)) := by positivity
    linarith
  · -- a diverging total resistance drives its reciprocal to zero
    intro hs
    have h1 := (not_summable_iff_tendsto_nat_atTop_of_nonneg hnn).1 hs
    have h2 := tendsto_atTop_add_const_left atTop (1 : ℝ) (h1.comp (tendsto_add_atTop_nat 1))
    refine Tendsto.congr (fun n => ?_) (tendsto_inv_atTop_zero.comp h2)
    simp only [Function.comp_apply, chain_eq ht n, one_div]

end

end SequentialBarriers
```

```lean
#print axioms SequentialBarriers.resistance_inSeries
#print axioms SequentialBarriers.chain_perm
#print axioms SequentialBarriers.chain_identical
#print axioms SequentialBarriers.chain_tendsto_zero_iff
```

```
'SequentialBarriers.resistance_inSeries' depends on axioms: [propext, Classical.choice, Quot.sound]
'SequentialBarriers.chain_perm' depends on axioms: [propext, Classical.choice, Quot.sound]
'SequentialBarriers.chain_identical' depends on axioms: [propext, Classical.choice, Quot.sound]
'SequentialBarriers.chain_tendsto_zero_iff' depends on axioms: [propext, Classical.choice, Quot.sound]
```

## How the definitions encode the barriers

The transmissions form a sequence `t : ℕ → ℝ`, and `chain t n` is Tₙ, the transmission of the n + 1 barriers `t 0, ..., t n`. The sum over `Finset.range (n + 1)` runs over the same indices. `bouncePath a b j` is the contribution with j round trips, `inSeries a b` is the infinite sum of these contributions, and `resistance t` is 1/t − 1.

The hypothesis `ht` places every `t i` in (0,1], including those beyond the end of the chain. Since `chain t n` reads only the first n + 1 values, a finite list of barriers can be continued with ones.

The main theorem, `resistance_chain`, says that the resistance of the chain is the sum of the barrier resistances, and `chain_eq` is the same law solved for the transmission. In `chain_perm` a reordering is a permutation σ of all natural numbers, and the condition `hσ` says that it maps the indices 0, ..., n among themselves. This keeps the same barriers in the chain.

## How the proof follows the algebra

`hasSum_bouncePath` establishes 0 ≤ q < 1 and multiplies Mathlib's geometric series by ab. Its `HasSum` conclusion matters because Lean's infinite sum defaults to zero when a series does not converge; here the value is a genuine limit.

`inSeries_mem` shows that the pair's transmission stays in (0,1], using the two nonnegative terms a(1 − b) and b(1 − a). `resistance_inSeries` inserts the closed form and clears denominators with `field_simp` and `ring`. The inductions in `chain_mem` and `resistance_chain` then add one barrier at a time, the first supplying the bounds that the second needs.

`chain_perm` reindexes the sum of resistances, and `chain_identical` evaluates it for equal terms. `chain_tendsto_zero_iff` treats the two directions separately: a finite total resistance gives the positive lower bound 1/(1 + S), while a divergent one sends the reciprocal of 1 + Rₙ to zero.

## Physical assumptions and limits of the law

The theorems concern the recursion, which is postulated and not derived from an equation of motion. It stands for barriers that absorb nothing, transmit equally in both directions and meet a particle that has forgotten its earlier encounters. Directional symmetry enters because 1 − Tₖ is used as the reflection probability for a particle that strikes the existing chain from its far side.

Interference between reflected waves is excluded, so resonant transmission through a coherent double barrier does not obey this law. The law can also fail for a particle that keeps a memory of its momentum or internal state from one barrier to the next, if that memory changes its chance of crossing.

When the transmissions depend on energy and the particle keeps its energy along the chain, the law applies at each energy separately. Averaging the tᵢ first and combining them afterwards generally gives a different answer from averaging Tₙ.

A perfectly opaque barrier, t = 0, lies outside the hypotheses. The theorems are also about exact real numbers: in floating-point arithmetic, reordering the barriers can change the last digits of the result.
